# Cholesky decomposition with largest-diagonal pivoting stops after exactly rank(M) steps for positive semidefinite M

For a real positive semidefinite matrix M, Cholesky decomposition with largest-diagonal pivoting stops after exactly rank(M) steps, however ties are broken, and every residual on the way is positive semidefinite with no entry larger in absolute value than its largest diagonal entry. One step replaces the current residual R, initially M itself, by R − (column p)(column p)ᵀ / R_pp, where p is the position of a largest diagonal entry of R. The process stops when that entry is zero, and the arithmetic is taken to be exact.

```lean
import Mathlib

open Matrix

namespace PivotedCholesky

noncomputable section

variable {n : Type*} [Fintype n] [DecidableEq n]

/-- The residual left after subtracting (column p)(column p)ᵀ / R_pp from `R`;
its domain is R_pp ≠ 0. -/
def residual (R : Matrix n n ℝ) (p : n) : Matrix n n ℝ :=
  Matrix.of fun i j => R i j - R i p * R j p / R p p

/-- The index `p` carries a largest diagonal entry of `R`. -/
def IsPivot (R : Matrix n n ℝ) (p : n) : Prop := ∀ i, R i i ≤ R p p

/-- The stopping test: the largest diagonal entry of `R` is zero. -/
def Stopped (R : Matrix n n ℝ) : Prop := ∀ p, IsPivot R p → R p p = 0

/-- `Run M k R` says that `k` steps of the pivoted decomposition lead from `M` to the
residual `R`. Each step uses a largest diagonal entry, which must not be zero. -/
inductive Run (M : Matrix n n ℝ) : ℕ → Matrix n n ℝ → Prop
  | start : Run M 0 M
  | step {k : ℕ} {R : Matrix n n ℝ} (p : n) (h : Run M k R)
      (hmax : IsPivot R p) (hp : R p p ≠ 0) : Run M (k + 1) (residual R p)

/-- The matrix whose column j is e_j − (R_jp / R_pp) e_p; its domain is R_pp ≠ 0. Its column p is
then zero, so it is a singular matrix and not a change of basis. -/
def decouple (R : Matrix n n ℝ) (p : n) : Matrix n n ℝ :=
  1 - Matrix.of fun i j => if i = p then R j p / R p p else 0

variable {M R : Matrix n n ℝ} {p : n} {k : ℕ}

/-- For symmetric `R` with nonzero pivot entry, the residual is `R` times the decoupling
matrix, and its pivot row vanishes. -/
theorem residual_factor (hR : R.IsHermitian) (hp : R p p ≠ 0) :
    residual R p = R * decouple R p ∧ ∀ j, residual R p p j = 0 := by
  constructor
  · ext i j
    rw [decouple, Matrix.mul_sub, Matrix.mul_one]
    simp [residual, Matrix.mul_apply, mul_div_assoc]
  · intro j
    have h : R j p = R p j := by simpa using hR.apply p j
    simp only [residual, Matrix.of_apply]
    rw [h, mul_div_cancel_left₀ _ hp, sub_self]

/-- A step with nonzero pivot entry keeps a positive semidefinite matrix positive
semidefinite. -/
theorem residual_posSemidef (hR : R.PosSemidef) (hp : R p p ≠ 0) :
    (residual R p).PosSemidef := by
  obtain ⟨h1, h2⟩ := residual_factor hR.isHermitian hp
  -- the pivot row is zero, so decoupling from the left changes nothing
  have h3 : (decouple R p)ᴴ * residual R p = residual R p := by
    ext i j
    rw [decouple, Matrix.conjTranspose_sub, Matrix.conjTranspose_one, Matrix.sub_mul,
      Matrix.one_mul]
    simp [Matrix.mul_apply, h2]
  have h4 := hR.conjTranspose_mul_mul_same (decouple R p)
  rw [Matrix.mul_assoc, ← h1, h3] at h4
  exact h4

/-- A step with nonzero pivot entry strictly lowers the rank of a symmetric matrix. -/
theorem residual_rank_lt (hR : R.IsHermitian) (hp : R p p ≠ 0) :
    (residual R p).rank < R.rank := by
  obtain ⟨h1, h2⟩ := residual_factor hR hp
  unfold Matrix.rank
  apply Submodule.finrank_lt_finrank_of_lt
  -- the pivot column lies in the old range but not in the new one
  refine lt_of_le_of_ne ?_ fun he => ?_
  · rintro _ ⟨x, rfl⟩
    refine ⟨decouple R p *ᵥ x, ?_⟩
    rw [Matrix.mulVecLin_apply, Matrix.mulVecLin_apply, Matrix.mulVec_mulVec, ← h1]
  · have hin : R *ᵥ Pi.single p 1 ∈ LinearMap.range (residual R p).mulVecLin := by
      rw [he]
      exact ⟨Pi.single p 1, rfl⟩
    obtain ⟨x, hx⟩ := hin
    have h := congrFun hx p
    rw [Matrix.mulVecLin_apply] at h
    have h0 : (residual R p *ᵥ x) p = 0 := by simp [Matrix.mulVec, dotProduct, h2]
    have h5 : (R *ᵥ Pi.single p 1) p = R p p := by simp
    exact hp (h5.symm.trans (h.symm.trans h0))

/-- Every entry of a positive semidefinite matrix is bounded in absolute value by the
largest diagonal entry. -/
theorem abs_entry_le (hR : R.PosSemidef) (hp : IsPivot R p) (i j : n) :
    |R i j| ≤ R p p := by
  have hs : R j i = R i j := by simpa using hR.isHermitian.apply i j
  -- positivity on the combination e_i + s e_j
  have h (s : ℝ) : 0 ≤ R i i + s * R i j + s * R j i + s * s * R j j := by
    have h := hR.dotProduct_mulVec_nonneg (Pi.single i 1 + Pi.single j s)
    rw [star_trivial, Matrix.mulVec_add, add_dotProduct, dotProduct_add,
      dotProduct_add] at h
    simp only [single_dotProduct, Matrix.mulVec, dotProduct_single] at h
    linarith
  have h1 := h 1
  have h2 := h (-1)
  have hi := hp i
  have hj := hp j
  rw [abs_le]
  constructor <;> linarith

/-- A positive semidefinite residual that passes the stopping test is zero. -/
theorem eq_zero_of_stopped (hR : R.PosSemidef) (hs : Stopped R) : R = 0 := by
  ext i j
  have : Nonempty n := ⟨i⟩
  obtain ⟨p, hp⟩ := Finite.exists_max fun i => R i i
  have h := abs_entry_le hR hp i j
  rw [hs p hp] at h
  simpa using h

/-- Along a run from a positive semidefinite matrix the residual stays positive
semidefinite, and its rank plus the number of steps never exceeds the initial rank. -/
theorem run_invariant (hM : M.PosSemidef) (h : Run M k R) :
    R.PosSemidef ∧ R.rank + k ≤ M.rank := by
  induction h with
  | start => exact ⟨hM, le_rfl⟩
  | step p h hmax hp ih =>
    have hlt := residual_rank_lt ih.1.isHermitian hp
    exact ⟨residual_posSemidef ih.1 hp, by have := ih.2; omega⟩

/-- After `k` steps from a positive semidefinite `M`, the matrix `M` is the residual plus
L Lᵀ, where `L` has `k` columns. -/
theorem run_factor (hM : M.PosSemidef) (h : Run M k R) :
    ∃ L : Matrix n (Fin k) ℝ, M = R + L * Lᵀ := by
  induction h with
  | start => exact ⟨0, by simp⟩
  | @step k R p h hmax hp ih =>
    obtain ⟨L, hL⟩ := ih
    have hpos : 0 ≤ R p p :=
      (abs_nonneg _).trans (abs_entry_le (run_invariant hM h).1 hmax p p)
    -- append the new Cholesky vector as the last column
    refine ⟨Matrix.of fun i =>
      Fin.snoc (α := fun _ => ℝ) (L i) (R i p / √(R p p)), ?_⟩
    ext i j
    have e := congrFun (congrFun hL i) j
    have hq : R i p / √(R p p) * (R j p / √(R p p)) = R i p * R j p / R p p := by
      rw [div_mul_div_comm, Real.mul_self_sqrt hpos]
    simp only [Matrix.add_apply, Matrix.mul_apply, Matrix.transpose_apply] at e ⊢
    simp only [Fin.sum_univ_castSucc, Matrix.of_apply, Fin.snoc_castSucc,
      Fin.snoc_last, residual]
    linarith

omit [DecidableEq n] in
/-- An exact factorization M = L Lᵀ needs at least rank(M) columns. -/
theorem rank_le_columns {m : ℕ} (L : Matrix n (Fin m) ℝ) (hL : M = L * Lᵀ) :
    M.rank ≤ m := by
  rw [hL]
  exact (Matrix.rank_mul_le_left L Lᵀ).trans (by simpa using Matrix.rank_le_card_width L)

/-- Pivoted Cholesky decomposition of a positive semidefinite `M`: every residual is positive
semidefinite with entries bounded by its largest diagonal entry, and the process has stopped
exactly when rank(M) steps are done. A run of that length exists, and none is longer. -/
theorem stops_after_rank_steps (hM : M.PosSemidef) :
    (∀ k R, Run M k R → R.PosSemidef ∧ (∀ p, IsPivot R p → ∀ i j, |R i j| ≤ R p p) ∧
      k ≤ M.rank ∧ (Stopped R ↔ k = M.rank)) ∧ ∃ R, Run M M.rank R := by
  have key : ∀ k R, Run M k R → (Stopped R ↔ k = M.rank) := by
    intro k R h
    obtain ⟨hR, hk⟩ := run_invariant hM h
    constructor
    · intro hs
      obtain ⟨L, hL⟩ := run_factor hM h
      rw [eq_zero_of_stopped hR hs, zero_add] at hL
      have := rank_le_columns L hL
      omega
    · intro he p _
      by_contra hp
      have := residual_rank_lt hR.isHermitian hp
      omega
  refine ⟨fun k R h => ⟨(run_invariant hM h).1,
    fun p hp => abs_entry_le (run_invariant hM h).1 hp,
    by have := (run_invariant hM h).2; omega, key k R h⟩, ?_⟩
  -- before rank(M) steps a nonzero pivot is always available
  have hex : ∀ k, k ≤ M.rank → ∃ R, Run M k R := by
    intro k
    induction k with
    | zero => exact fun _ => ⟨M, Run.start⟩
    | succ k ih =>
      intro hk
      obtain ⟨R, h⟩ := ih (by omega)
      have hns : ¬ Stopped R := fun hs => by
        have := (key k R h).1 hs
        omega
      unfold Stopped at hns
      push Not at hns
      obtain ⟨p, hmax, hp⟩ := hns
      exact ⟨_, Run.step p h hmax hp⟩
  exact hex _ le_rfl

/-- For positive semidefinite `M`, the least number of columns in an exact factorization
M = L Lᵀ is rank(M). -/
theorem rank_isLeast_columns (hM : M.PosSemidef) :
    IsLeast {m : ℕ | ∃ L : Matrix n (Fin m) ℝ, M = L * Lᵀ} M.rank := by
  constructor
  · obtain ⟨hrun, R, h⟩ := stops_after_rank_steps hM
    obtain ⟨hR, _, _, hstop⟩ := hrun _ R h
    obtain ⟨L, hL⟩ := run_factor hM h
    have h0 := eq_zero_of_stopped hR (hstop.2 rfl)
    exact ⟨L, hL.trans (by rw [h0, zero_add])⟩
  · rintro m ⟨L, hL⟩
    exact rank_le_columns L hL

end

end PivotedCholesky
```

```lean
#print axioms PivotedCholesky.stops_after_rank_steps
-- 'PivotedCholesky.stops_after_rank_steps' depends on axioms: [propext, Classical.choice, Quot.sound]
#print axioms PivotedCholesky.rank_isLeast_columns
-- 'PivotedCholesky.rank_isLeast_columns' depends on axioms: [propext, Classical.choice, Quot.sound]
```

## Runs, pivots and the stopping test

The finite type `n` labels the rows and columns, and `residual R p` is the matrix left after one subtraction. `IsPivot R p` says that no diagonal entry of R exceeds R_pp. Several indices may satisfy this, and any of them may be chosen.

`Run M k R` says that k permitted steps lead from M to R. It is a relation and not a function, because different choices among tied pivots can give different residuals. Each step carries a proof that its pivot entry is nonzero, so no run divides by zero. `Stopped R` says that every largest diagonal entry of R is zero. If `n` is empty there is no pivot, `Stopped` holds vacuously, and the rank is 0.

The theorem `stops_after_rank_steps` assumes only `M.PosSemidef`, which for a real matrix means that M is symmetric and xᵀMx ≥ 0 for all x. For every run of k steps ending in R, it states four things:

- R is positive semidefinite.
- |R_ij| ≤ R_pp for every pivot p and all i, j.
- k ≤ rank(M).
- R has stopped if and only if k = rank(M).

It also states that a run of rank(M) steps exists. A shorter run has not stopped, which by the definition of `Stopped` means that a nonzero pivot is available for another step.

The second final theorem, `rank_isLeast_columns`, says that rank(M) is the least number of columns of a real matrix L with M = L Lᵀ.

## Two-electron integrals as Coulomb products of densities

In Hartree-Fock theory with real basis functions φ_μ, let the compound index I = μν label the product density ρ_I = φ_μ φ_ν. The two-electron integrals then form the matrix

M_IJ = (μν|λσ) = ∬ ρ_I(r) ρ_J(r′) / |r − r′| dr dr′, with J = λσ.

For real coefficients x_I, the number xᵀMx is, in atomic units, twice the Coulomb self-energy of the density Σ_I x_I ρ_I. That self-energy is the energy of the electric field of the density, so it is nonnegative even if the density changes sign. This is the physics behind the hypothesis `hM`; the file assumes positivity and does not construct the integrals.

If I runs over all ordered pairs μν of at least two basis functions, the matrix is singular, because ρ_μν and ρ_νμ are the same function and their rows coincide. For a finite basis and without rounding, the result says that pivoting finds an exact representation of the integrals with the fewest possible Cholesky vectors.

Programs usually stop at a positive threshold τ. Since M − L Lᵀ = R after k steps, the entry bound shows that stopping when R_pp ≤ τ leaves an error of at most τ in each integral. How many steps this takes, and how rounding affects it, are separate questions.

## One step preserves positivity and lowers the rank

Let R be symmetric with R_pp ≠ 0, and write R′ for the next residual:

R′_ij = R_ij − R_ip R_jp / R_pp.

Define the matrix C, called `decouple R p` in the file, by

C_ij = δ_ij − δ_ip R_jp / R_pp.

In the first step it replaces each density ρ_j by ρ_j − ρ_p M_jp / M_pp, which has zero Coulomb product with ρ_p. Multiplying out gives

(R C)_ij = R_ij − R_ip R_jp / R_pp = R′_ij.

The pivot row of R′ vanishes by symmetry:

R′_pj = R_pj − R_pp R_jp / R_pp = R_pj − R_jp = 0.

These two facts are `residual_factor`. Multiplication by Cᵀ from the left subtracts only multiples of the pivot row, so it changes nothing:

(Cᵀ R′)_ij = R′_ij − (R_ip / R_pp) R′_pj = R′_ij.

Hence R′ = Cᵀ R′ = Cᵀ R C. If R is positive semidefinite, then

xᵀR′x = (Cx)ᵀ R (Cx) ≥ 0.

This is `residual_posSemidef`. Lean writes the transpose as the conjugate transpose `ᴴ`, which is the same for real matrices, and `h3` is the identity Cᵀ R′ = R′.

For the rank, R′x = R(Cx) shows that the range of R′ lies in the range of R. Every vector in the range of R′ has p-component zero, whereas the pivot column R e_p has p-component R_pp ≠ 0. The inclusion is therefore strict, and the rank falls by at least one. `residual_rank_lt` makes this comparison with `Submodule.finrank_lt_finrank_of_lt`.

Neither positivity nor the fall in rank uses the fact that R_pp is the largest diagonal entry. By induction over the steps, `run_invariant` concludes that R stays positive semidefinite and that

rank(R) + k ≤ rank(M).

## The largest diagonal entry controls the whole residual

Let R be positive semidefinite with pivot p. Testing positivity on e_i + s e_j gives

R_ii + 2s R_ij + s² R_jj ≥ 0.

The choices s = 1 and s = −1 together yield

2|R_ij| ≤ R_ii + R_jj ≤ 2R_pp.

This is `abs_entry_le`, where `h 1` and `h (-1)` are the two choices of s. If the largest diagonal entry is zero, every entry is zero, which is `eq_zero_of_stopped`.

## Counting the subtracted columns

In a run from a positive semidefinite M, each pivot entry is nonnegative and nonzero, hence positive. The subtracted term is thus a product of Cholesky vector entries:

R_ip R_jp / R_pp = ℓ_i ℓ_j, with ℓ_i = R_ip / √R_pp.

Collecting the k vectors ℓ as the columns of L gives

M = R + L Lᵀ.

In `run_factor`, `Fin.snoc` appends the newest vector as the last column, and `Fin.sum_univ_castSucc` splits its contribution from the sum.

Suppose the run has stopped. Then R = 0 and M = L Lᵀ, so rank(M) ≤ rank(L) ≤ k; this bound is `rank_le_columns`. Since k ≤ rank(M) is already known, k = rank(M).

Conversely, suppose k = rank(M). Then rank(R) = 0, and a nonzero pivot would permit a step that lowers the rank below zero. No such pivot exists, so the process has stopped. The two directions form `key` in the main proof, with `omega` doing the integer comparisons.

For existence, start with zero steps. As long as k < rank(M), `key` says that the residual has not stopped, so a nonzero pivot permits step k + 1. The induction `hex` repeats this up to rank(M).

At that point R = 0, so M = L Lᵀ with rank(M) columns. Because `rank_le_columns` excludes fewer, this proves `rank_isLeast_columns`.

## A symmetric matrix that stops too early

Symmetry and a nonnegative diagonal are not enough to replace positive semidefiniteness. Take the 2 × 2 matrix with

M_11 = M_22 = 0 and M_12 = M_21 = 1.

Its eigenvalues are 1 and −1, so its rank is 2. Its largest diagonal entry is zero, so the process stops after zero steps with a nonzero residual, and the off-diagonal entry 1 violates the entry bound. There is also no real L with M = L Lᵀ, because such a product is always positive semidefinite.
